# The exponential of a square-zero real matrix is 1 + N

The lemma `exp_of_sq_zero` states that a real square matrix `N` with `N * N = 0` has `exp N = 1 + N`. In physical terms, the exponential of a generator whose square vanishes terminates after the linear term. The attempt writes the exponential as its power series by `exp_series`, shows in `hz` that every term with index outside `Finset.range 2` is zero, and reduces the infinite sum to a finite one by `tsum_eq_sum`. Inside `hz` it needs the bound `2 ≤ k`, so that `k` can be written as `2 + m` and the factor `N * N` split off.

This version doesn't compile in Lean 4 with Mathlib:

```lean
import Mathlib

open Matrix NormedSpace

namespace ExpSplittingCounterexample

variable {n : Type*} [Fintype n] [DecidableEq n]

/-- The exponential of a real square matrix is the sum of the series `∑ M^k / k!`. -/
theorem exp_series (M : Matrix n n ℝ) :
    exp M = ∑' k : ℕ, ((k.factorial : ℝ)⁻¹) • M ^ k := by
  exact congrFun (NormedSpace.exp_eq_tsum (𝕂 := ℝ)) M

/-- If `N² = 0`, then `exp N = 1 + N`. -/
theorem exp_of_sq_zero (N : Matrix n n ℝ) (h : N * N = 0) : exp N = 1 + N := by
  -- all terms of order two and higher vanish
  have hz : ∀ k ∉ Finset.range 2, ((k.factorial : ℝ)⁻¹) • N ^ k = 0 := by
    intro k hk
    have h2 : 2 ≤ k := by simpa using hk
    obtain ⟨m, rfl⟩ := Nat.exists_eq_add_of_le h2
    rw [pow_add, pow_two, h, zero_mul, smul_zero]
  rw [exp_series, tsum_eq_sum hz]
  simp [Finset.sum_range_succ]

end ExpSplittingCounterexample
```

Messages:

```
Main.lean:19:26: error: Type mismatch: After simplification, term
  hk
 has type
  1 < k
but is expected to have type
  2 ≤ k
```

Lean accepts the file once it reads:

```diff
@@ -17,5 +17,7 @@
   have hz : ∀ k ∉ Finset.range 2, ((k.factorial : ℝ)⁻¹) • N ^ k = 0 := by
     intro k hk
-    have h2 : 2 ≤ k := by simpa using hk
+    have h2 : 2 ≤ k := by
+      rw [Finset.mem_range] at hk
+      omega
     obtain ⟨m, rfl⟩ := Nat.exists_eq_add_of_le h2
     rw [pow_add, pow_two, h, zero_mul, smul_zero]
```

The single message concerns the line `have h2 : 2 ≤ k := by simpa using hk`. The hypothesis `hk` says `k ∉ Finset.range 2`. The simplifier turns it into `1 < k`, while the goal stays `2 ≤ k`. On the natural numbers these are the same by definition, since `1 < k` unfolds to `1 + 1 ≤ k`. But `simpa` compares the simplified hypothesis with the goal only at reducible transparency, where the definition of `<` on the natural numbers is not unfolded, so it reports a type mismatch. The mathematics of the step is sound.

The repair drops `simpa` and makes two steps. First `rw [Finset.mem_range] at hk` rewrites the membership, so that `hk` becomes `¬ k < 2`. Then `omega`, which decides linear arithmetic over the natural numbers, derives `2 ≤ k` from it, with no need for the hypothesis and the goal to match in form. The rest of the proof is unchanged, and the file compiles.
